# Double commutator and f-sum rule for lattice fermions with hops of 0 or ±a along x

For fermions on finitely many sites, let every hop change the coordinate x by 0, a or −a, and let the interaction V commute with every site occupation. With T the hopping operator and X the sum of the site positions weighted by their occupations,

[X, [X, T + V]] = a² T_x,

where T_x is the part of T that connects sites with different x. The interaction has disappeared from the right-hand side. For finite matrices, the same identity fixes the energy-weighted dipole strength out of any energy eigenstate.

## Absorption and kinetic energy

A weak, spatially uniform electric field that oscillates along x couples to the electrons through their polarisation X. It drives transitions from an eigenstate k to eigenstates l with strengths |⟨l|X|k⟩|². Each strength depends on the final state l as well as on k, but the sum of all strengths weighted by the excitation energies E_l − E_k follows from a double commutator, and so from an expectation value in the state k alone.

In the continuum, the f-sum rule has a right-hand side fixed by particle number and mass. On the lattice its place is taken by the kinetic energy along x, which depends on the state and, through it, on the interaction. In exact diagonalisation of a finite, open Hubbard cluster, the total weighted strength can therefore be found from one eigenvector.

## Operators and assumptions

Write c_i for the annihilation operator of site i, c_i† for its adjoint and n_i = c_i† c_i for the occupation. The anticommutation relations are

c_i c_j† + c_j† c_i = δ_ij,

c_i c_j + c_j c_i = 0.

With real positions x_i and amplitudes t_ij for a hop from j to i,

T = Σ_ij t_ij c_i† c_j,

X = Σ_i x_i n_i.

In Lean, `IsCAR c` states the two relations, and `star (c i)` is c_i†. The operators n_i, T, X and T_x are `num`, `hopping`, `position` and `hoppingAlong`; the name `position` thus stands for the many-particle polarisation, with the charge set to one. The commutator is `comm`.

The theorem `double_commutator` holds in any complex algebra with a star operation that contains such operators. Its hypothesis `ht` restricts the nonzero amplitudes to displacements 0, a and −a, and `hV` says that V commutes with each n_i. The amplitudes need not be Hermitian. Diagonal amplitudes describe site energies, and hops perpendicular to x have displacement 0. An index i may also label a site together with a spin, so the Hubbard interaction is among the density-density interactions that `density_interaction_commute` shows to be admissible.

Since positions are real numbers, x is not a periodic coordinate, although the lattice may close on itself in directions perpendicular to x. On a ring of three or more sites placed at 0, a, 2a and so on, with a ≠ 0, the closing hop has a displacement of at least 2a in magnitude and violates `ht`.

In `f_sum_rule` the operators are matrices over a finite index type `σ`, which labels many-body basis states and not spins. The columns of the unitary `W` are normalised eigenstates, `E` lists their real energies, and `(star W * position c x * W) l k` is ⟨l|X|k⟩. The left-hand side is a real sum regarded as a complex number, so the equation also says that the right-hand side is real.

Applying the result to a real material involves further approximations. One of them is to identify its dipole operator with X, which neglects dipole matrix elements between different orbitals.

## From one hop to the double commutator

Taking the adjoint of the second anticommutation relation gives c_k† c_i† + c_i† c_k† = 0. Adding and subtracting c_k† c_i† c_k then yields

[n_k, c_i†] = c_k† (c_k c_i† + c_i† c_k) − (c_k† c_i† + c_i† c_k†) c_k = δ_ki c_i†.

In the same way,

[n_k, c_j] = c_k† (c_k c_j + c_j c_k) − (c_j c_k† + c_k† c_j) c_k = −δ_kj c_j.

The product rule for commutators combines these into

[n_k, c_i† c_j] = (δ_ki − δ_kj) c_i† c_j.

The hop adds a particle at i and removes one at j. Multiplying by x_k and summing over k,

[X, c_i† c_j] = (x_i − x_j) c_i† c_j.

A commutator with X therefore multiplies each amplitude by the displacement of its hop, and two commutators multiply it by the square:

[X, [X, T]] = Σ_ij (x_i − x_j)² t_ij c_i† c_j.

If x_i = x_j, the term vanishes. If x_i ≠ x_j and t_ij ≠ 0, the displacement is a or −a, and its square is a². What remains is a² T_x. Since V commutes with every n_i, it commutes with X, so [X, V] = 0 and V contributes nothing.

## From the double commutator to the sum rule

Let H = T + V and write X_lk = ⟨l|X|k⟩ in the energy eigenbasis. There

[X, H]_lk = X_lk (E_k − E_l).

Expanding the outer commutator over intermediate states l,

⟨k|[X, [X, H]]|k⟩ = Σ_l (X_kl [X, H]_lk − [X, H]_kl X_lk)

= 2 Σ_l (E_k − E_l) X_kl X_lk.

X is Hermitian, so X_kl X_lk = |X_lk|². Dividing by −2 and inserting the double commutator,

Σ_l (E_l − E_k) |X_lk|² = −(a²/2) ⟨k|T_x|k⟩.

This holds for every eigenstate k. In the ground state no term on the left is negative, so ⟨k|T_x|k⟩ ≤ 0 there if a ≠ 0. For an excited state, transitions to lower energies enter with a negative sign.

## The Lean file

```lean
import Mathlib

open Matrix

namespace LatticeSumRule

noncomputable section

variable {ι A : Type*} [Fintype ι] [DecidableEq ι] [Ring A] [StarRing A] [Algebra ℂ A]

/-- The commutator `[x, y] = x y - y x`. -/
def comm {R : Type*} [Ring R] (x y : R) : R := x * y - y * x

/-- The canonical anticommutation relations for annihilation operators `c i`, whose adjoints
`star (c i)` are the creation operators. -/
structure IsCAR {ι A : Type*} [DecidableEq ι] [Ring A] [StarRing A] (c : ι → A) : Prop where
  anti : ∀ i j, c i * star (c j) + star (c j) * c i = if i = j then 1 else 0
  ann : ∀ i j, c i * c j + c j * c i = 0

/-- The occupation number operator of site `i`. -/
def num {ι A : Type*} [Ring A] [StarRing A] (c : ι → A) (i : ι) : A := star (c i) * c i

/-- The hopping operator with amplitudes `t i j` from site `j` to site `i`. -/
def hopping (c : ι → A) (t : ι → ι → ℂ) : A := ∑ i, ∑ j, t i j • (star (c i) * c j)

/-- The polarisation operator: the sum of the site positions weighted by the occupations. -/
def position (c : ι → A) (x : ι → ℝ) : A := ∑ i, (x i : ℂ) • num c i

/-- The part of the hopping operator that connects sites with different positions `x`. -/
def hoppingAlong (c : ι → A) (x : ι → ℝ) (t : ι → ι → ℂ) : A :=
  hopping c (fun i j => if x i = x j then 0 else t i j)

omit [Fintype ι] in
/-- For fermions, the commutator of the occupation number of site `k` with a hop from `j` to `i` is
the hop times the change it makes in that occupation: `1` if `k = i`, minus `1` if `k = j`. -/
theorem comm_num_hop {c : ι → A} (h : IsCAR c) (k i j : ι) :
    comm (num c k) (star (c i) * c j) =
      ((if k = i then 1 else 0) - (if k = j then 1 else 0) : ℂ) • (star (c i) * c j) := by
  have hs : star (c k) * star (c i) + star (c i) * star (c k) = 0 := by
    rw [← star_mul, ← star_mul, ← star_add, h.ann, star_zero]
  -- the number operator acts on a creation and on an annihilation operator
  have h1 : comm (num c k) (star (c i)) = if k = i then star (c i) else 0 := by
    calc comm (num c k) (star (c i))
        = star (c k) * (c k * star (c i) + star (c i) * c k)
          - (star (c k) * star (c i) + star (c i) * star (c k)) * c k := by
          unfold comm num; noncomm_ring
      _ = _ := by
          rw [h.anti, hs]
          by_cases e : k = i
          · subst e; simp
          · simp [e]
  have h2 : comm (num c k) (c j) = if k = j then -c j else 0 := by
    calc comm (num c k) (c j)
        = star (c k) * (c k * c j + c j * c k)
          - (c j * star (c k) + star (c k) * c j) * c k := by
          unfold comm num; noncomm_ring
      _ = _ := by
          rw [h.anti, h.ann]
          by_cases e : k = j
          · subst e; simp
          · simp [e, Ne.symm e]
  have h3 : comm (num c k) (star (c i) * c j) =
      comm (num c k) (star (c i)) * c j + star (c i) * comm (num c k) (c j) := by
    unfold comm; noncomm_ring
  rw [h3, h1, h2]
  split_ifs <;> simp

/-- For fermions, the commutator of the polarisation with a hopping operator multiplies each
amplitude by the displacement of the hop. -/
theorem comm_position_hopping {c : ι → A} (h : IsCAR c) (x : ι → ℝ) (t : ι → ι → ℂ) :
    comm (position c x) (hopping c t) =
      hopping c (fun i j => ((x i : ℂ) - x j) * t i j) := by
  have hop : ∀ i j, comm (position c x) (star (c i) * c j) =
      ((x i : ℂ) - x j) • (star (c i) * c j) := by
    intro i j
    have e : comm (position c x) (star (c i) * c j) =
        ∑ k, (x k : ℂ) • comm (num c k) (star (c i) * c j) := by
      simp only [comm, position, Finset.sum_mul, Finset.mul_sum, smul_mul_assoc,
        mul_smul_comm, smul_sub, Finset.sum_sub_distrib]
    rw [e]
    simp only [comm_num_hop h, smul_smul, ← Finset.sum_smul]
    congr 1
    simp [mul_sub, Finset.sum_sub_distrib]
  have e : comm (position c x) (hopping c t) =
      ∑ i, ∑ j, t i j • comm (position c x) (star (c i) * c j) := by
    simp only [comm, hopping, Finset.sum_mul, Finset.mul_sum, smul_mul_assoc,
      mul_smul_comm, smul_sub, Finset.sum_sub_distrib]
  rw [e]
  unfold hopping
  refine Finset.sum_congr rfl fun i _ => Finset.sum_congr rfl fun j _ => ?_
  rw [hop, smul_smul, mul_comm]

/-- For fermions, every density-density interaction commutes with all occupation numbers. -/
theorem density_interaction_commute {c : ι → A} (h : IsCAR c) (u : ι → ι → ℂ) (k : ι) :
    Commute (∑ i, ∑ j, u i j • (num c i * num c j)) (num c k) := by
  have hn : ∀ i, Commute (num c i) (num c k) := by
    intro i
    have e := comm_num_hop h i k k
    rw [sub_self, zero_smul] at e
    exact sub_eq_zero.1 e
  exact Commute.sum_left _ _ _ fun i _ => Commute.sum_left _ _ _ fun j _ =>
    ((hn i).mul_left (hn j)).smul_left _

/-- For fermions whose hops change the position by `0`, `a` or `-a`, and an interaction `V` that
commutes with all occupation numbers, the double commutator of the polarisation with the
Hamiltonian is `a ^ 2` times the hopping along `x`. -/
theorem double_commutator {c : ι → A} (h : IsCAR c) (x : ι → ℝ) (t : ι → ι → ℂ) (a : ℝ)
    (ht : ∀ i j, t i j ≠ 0 → x i - x j = 0 ∨ x i - x j = a ∨ x i - x j = -a)
    (V : A) (hV : ∀ i, Commute V (num c i)) :
    comm (position c x) (comm (position c x) (hopping c t + V)) =
      ((a : ℂ) ^ 2) • hoppingAlong c x t := by
  -- the interaction drops out
  have hXV : comm (position c x) V = 0 := by
    have e : Commute V (position c x) :=
      Commute.sum_right _ _ _ fun i _ => (hV i).smul_right _
    exact sub_eq_zero.2 e.eq.symm
  have hadd : comm (position c x) (hopping c t + V) =
      comm (position c x) (hopping c t) + comm (position c x) V := by
    unfold comm; noncomm_ring
  rw [hadd, hXV, add_zero, comm_position_hopping h, comm_position_hopping h]
  simp only [hoppingAlong, hopping, Finset.smul_sum, smul_smul]
  refine Finset.sum_congr rfl fun i _ => Finset.sum_congr rfl fun j _ => ?_
  congr 1
  -- each squared displacement is `0` or `a ^ 2`
  by_cases hx : x i = x j
  · simp [hx]
  by_cases h0 : t i j = 0
  · simp [h0]
  have hr : (x i - x j) ^ 2 = a ^ 2 := by
    rcases ht i j h0 with e | e | e
    · exact absurd (sub_eq_zero.1 e) hx
    · rw [e]
    · rw [e, neg_sq]
  have hc : ((x i : ℂ) - x j) ^ 2 = (a : ℂ) ^ 2 := by exact_mod_cast hr
  rw [if_neg hx]
  linear_combination t i j * hc

variable {σ : Type*} [Fintype σ] [DecidableEq σ]

/-- If the columns of the unitary `W` are eigenstates of `H` with real energies `E`, then for a
Hermitian `X` the excitation energies out of state `k`, weighted by the transition strengths
of `X`, sum to minus half the expectation value of `[X, [X, H]]`. -/
theorem energy_weighted_sum (X H W : Matrix σ σ ℂ) (E : σ → ℝ) (hX : star X = X)
    (hW : star W * W = 1) (hH : H * W = W * diagonal (fun l => (E l : ℂ))) (k : σ) :
    ((∑ l, (E l - E k) * ‖(star W * X * W) l k‖ ^ 2 : ℝ) : ℂ) =
      -(1 / 2) * (star W * comm X (comm X H) * W) k k := by
  have hW' : W * star W = 1 := mul_eq_one_comm.1 hW
  have hm : ∀ P Q : Matrix σ σ ℂ,
      (star W * P * W) * (star W * Q * W) = star W * (P * Q) * W := by
    intro P Q
    calc (star W * P * W) * (star W * Q * W)
        = star W * P * (W * star W) * Q * W := by noncomm_ring
      _ = star W * (P * Q) * W := by rw [hW']; noncomm_ring
  -- pass to the energy eigenbasis
  have hc : ∀ P Q : Matrix σ σ ℂ,
      star W * comm P Q * W = comm (star W * P * W) (star W * Q * W) := by
    intro P Q
    unfold comm
    rw [hm, hm, mul_sub, sub_mul]
  have hD : star W * H * W = diagonal (fun l => (E l : ℂ)) := by
    rw [mul_assoc, hH, ← mul_assoc, hW, one_mul]
  have hs : star (star W * X * W) = star W * X * W := by
    simp only [star_mul, star_star, hX, mul_assoc]
  rw [hc, hc, hD]
  generalize star W * X * W = Y at hs ⊢
  have hY : ∀ l, Y k l * Y l k = (‖Y l k‖ : ℂ) ^ 2 := by
    intro l
    have e : star (Y l k) = Y k l := congrFun (congrFun hs k) l
    rw [← e]
    exact Complex.conj_mul' _
  have h1 : ∀ i j, comm Y (diagonal (fun l => (E l : ℂ))) i j = Y i j * (E j - E i) := by
    intro i j
    simp only [comm, Matrix.sub_apply, Matrix.mul_diagonal, Matrix.diagonal_mul]
    ring
  have key : comm Y (comm Y (diagonal (fun l => (E l : ℂ)))) k k =
      ∑ l, 2 * ((E k : ℂ) - E l) * (Y k l * Y l k) := by
    change (Y * comm Y (diagonal (fun l => (E l : ℂ)))
      - comm Y (diagonal (fun l => (E l : ℂ))) * Y) k k = _
    rw [Matrix.sub_apply, Matrix.mul_apply, Matrix.mul_apply, ← Finset.sum_sub_distrib]
    refine Finset.sum_congr rfl fun l _ => ?_
    rw [h1, h1]
    ring
  rw [key, Finset.mul_sum, Complex.ofReal_sum]
  refine Finset.sum_congr rfl fun l _ => ?_
  rw [hY]
  push_cast
  ring

/-- The lattice f-sum rule: for fermions whose hops change the position by `0`, `a` or `-a`, with
an interaction `V` that commutes with all occupation numbers, the energy-weighted polarisation
strength out of eigenstate `k` is `-a ^ 2 / 2` times the expectation value of the hopping along
`x`. The columns of the unitary `W` are the eigenstates, with real energies `E`. -/
theorem f_sum_rule {c : ι → Matrix σ σ ℂ} (h : IsCAR c) (x : ι → ℝ) (t : ι → ι → ℂ) (a : ℝ)
    (ht : ∀ i j, t i j ≠ 0 → x i - x j = 0 ∨ x i - x j = a ∨ x i - x j = -a)
    (V : Matrix σ σ ℂ) (hV : ∀ i, Commute V (num c i)) (W : Matrix σ σ ℂ) (E : σ → ℝ)
    (hW : star W * W = 1)
    (hH : (hopping c t + V) * W = W * diagonal (fun l => (E l : ℂ))) (k : σ) :
    ((∑ l, (E l - E k) * ‖(star W * position c x * W) l k‖ ^ 2 : ℝ) : ℂ) =
      -((a : ℂ) ^ 2 / 2) * (star W * hoppingAlong c x t * W) k k := by
  have hX : star (position c x) = position c x := by
    simp [position, num, star_sum, star_smul, star_mul]
  rw [energy_weighted_sum _ _ W E hX hW hH k, double_commutator h x t a ht V hV,
    mul_smul_comm, smul_mul_assoc, Matrix.smul_apply, smul_eq_mul]
  ring

/-- Annihilation operators of two sites as matrices in the occupation basis `00, 01, 10, 11`. -/
def dimer : Fin 2 → Matrix (Fin 4) (Fin 4) ℂ :=
  ![!![0, 0, 1, 0; 0, 0, 0, 1; 0, 0, 0, 0; 0, 0, 0, 0],
    !![0, 1, 0, 0; 0, 0, 0, 0; 0, 0, 0, -1; 0, 0, 0, 0]]

set_option maxHeartbeats 400000 in
/-- The two-site matrices `dimer` satisfy the canonical anticommutation relations. -/
theorem isCAR_witness : IsCAR dimer := by
  constructor
  · intro i j
    ext p q
    -- expand products and adjoints into entries before inserting the matrices
    simp only [Matrix.add_apply, Matrix.mul_apply, Fin.sum_univ_four, Matrix.star_apply]
    fin_cases i <;> fin_cases j <;> fin_cases p <;> fin_cases q <;> simp [dimer]
  · intro i j
    ext p q
    simp only [Matrix.add_apply, Matrix.mul_apply, Fin.sum_univ_four]
    fin_cases i <;> fin_cases j <;> fin_cases p <;> fin_cases q <;> simp [dimer]

end

end LatticeSumRule
```

```lean
#print axioms LatticeSumRule.density_interaction_commute
#print axioms LatticeSumRule.f_sum_rule
```

```
'LatticeSumRule.density_interaction_commute' depends on axioms: [propext, Classical.choice, Quot.sound]
'LatticeSumRule.f_sum_rule' depends on axioms: [propext, Classical.choice, Quot.sound]
```

## How the lemmas fit together

`comm_num_hop` is the calculation for a single hop. Its facts `h1` and `h2` are the commutators of n_k with c_i† and c_j. In each, `noncomm_ring` checks the regrouping into anticommutators without exchanging any factors, and the anticommutation relations then evaluate the brackets. The product rule is `h3`.

`comm_position_hopping` extends this to sums. The inner fact `hop` collects the contributions of all k into x_i − x_j, and the rest of the proof applies it to each term of T. The result is again a `hopping` operator with new amplitudes, so `double_commutator` can use the lemma twice in succession.

In `double_commutator`, `hXV` removes the interaction. The two sides are then compared amplitude by amplitude, with the same cases as above: equal positions, zero amplitude, or a nonzero hop with squared displacement a². In the last case `linear_combination t i j * hc` multiplies that equality of squares by the amplitude.

`density_interaction_commute` obtains the commutation of two occupations from `comm_num_hop` with i = j, where gain and loss cancel. Products and sums of occupations then commute with n_k as well.

`energy_weighted_sum` is a statement about any Hermitian matrix X and does not involve fermions. It first moves the commutators to the eigenbasis, where H is diagonal; this uses W W† = 1, which follows from W† W = 1 for square matrices. The transformed X is then renamed `Y`, `h1` gives the entries of the inner commutator, and `key` is the expansion over l. `f_sum_rule` checks that the polarisation is Hermitian and combines this lemma with `double_commutator`.

Finally, `isCAR_witness` confirms that the explicit 4×4 matrices `dimer` satisfy the anticommutation relations, by going through all pairs of sites and all matrix entries. The entry −1 in the second matrix is the fermionic sign for removing a particle from the second site while the first is occupied.
